# The gyration matrix transforms as a pseudotensor under orthogonal transformations

Let $\gamma_{abc}$ be a real rank-3 tensor on three-dimensional space, antisymmetric in its first two indices, and let $\varepsilon_{abc}$ be the Levi-Civita symbol. Then there is exactly one matrix $g$ with

$$\gamma_{abc}=\sum_d \varepsilon_{abd}\,g_{dc},\qquad\text{namely}\qquad g_{dc}=\tfrac12\sum_{ab}\varepsilon_{abd}\,\gamma_{abc}.$$

If an orthogonal matrix $O$ acts on all three indices of $\gamma$, this gyration matrix changes as

$$g\;\mapsto\;\det(O)\,O\,g\,O^{T}.$$

Consequently $g=0$ if $\gamma$ is invariant under inversion, and $\operatorname{tr} g=0$ if $\gamma$ is invariant under any orthogonal $O$ with $\det O=-1$.

In optics, such a tensor appears when the susceptibility of a medium is expanded in the wavevector $q$ of the light:

$$\chi_{ab}(\omega,q)=\chi_{ab}(\omega,0)+i\sum_c\gamma_{abc}(\omega)\,q_c+\dots$$

The linear term describes natural optical activity. Its antisymmetry stands for Onsager reciprocity, $\chi_{ab}(\omega,q)=\chi_{ba}(\omega,-q)$, which holds in a medium without magnetic order or an applied magnetic field. Real components correspond to a medium without absorption. For a response calculation truncated at first order in $q$, the result says which entries of $g$ a structure's symmetry allows.

## Derivation with the Levi-Civita symbol

**Existence and uniqueness.** Suppose $\gamma_{abc}=\sum_e\varepsilon_{abe}h_{ec}$ for some matrix $h$. Since $\sum_{ab}\varepsilon_{abd}\varepsilon_{abe}=2\delta_{de}$,

$$g_{dc}=\tfrac12\sum_{abe}\varepsilon_{abd}\varepsilon_{abe}h_{ec}=h_{dc},$$

so no other matrix is possible. Conversely, $\sum_d\varepsilon_{abd}\varepsilon_{ijd}=\delta_{ai}\delta_{bj}-\delta_{aj}\delta_{bi}$ gives

$$\sum_d\varepsilon_{abd}g_{dc}=\tfrac12(\gamma_{abc}-\gamma_{bac})=\gamma_{abc},$$

where the last equality is the antisymmetry.

**Moving one factor of $O$.** For any matrix, $\sum_{ijk}O_{ai}O_{bj}O_{ck}\varepsilon_{ijk}=\det(O)\,\varepsilon_{abc}$. Applied to $O^T$, this reads

$$\sum_{abc}O_{ai}O_{bj}O_{ce}\,\varepsilon_{abc}=\det(O)\,\varepsilon_{ije}.$$

Multiply by $O_{de}$ and sum over $e$. Orthogonality, $\sum_e O_{de}O_{ce}=\delta_{dc}$, removes the third factor on the left:

$$\sum_{ab}\varepsilon_{abd}O_{ai}O_{bj}=\det(O)\sum_e O_{de}\,\varepsilon_{ije}.$$

**The transformation law.** Write $g'$ for the gyration matrix of the transformed tensor. Then

$$g'_{dc}=\tfrac12\sum_{ab}\varepsilon_{abd}\sum_{ijk}O_{ai}O_{bj}O_{ck}\gamma_{ijk}
=\det(O)\sum_{ek}O_{de}\Big(\tfrac12\sum_{ij}\varepsilon_{ije}\gamma_{ijk}\Big)O_{ck},$$

which is $\det(O)\,(O\,g\,O^T)_{dc}$. Antisymmetry was not needed, because the contraction with $\varepsilon$ discards the symmetric part of $\gamma$.

**Symmetry.** Invariance of $\gamma$ means $g'=g$. For inversion, $O=-1$ and $\det O=-1$, so $g=-g$ and $g=0$. For a general orthogonal $O$ of determinant $-1$, cyclicity of the trace gives

$$\operatorname{tr}g=-\operatorname{tr}(O\,g\,O^T)=-\operatorname{tr}(O^TO\,g)=-\operatorname{tr}g,$$

so the trace vanishes.

**Two examples.** A mirror need not remove $g$ altogether. Take $g_{xz}=g_{zx}=1$ with all other entries zero, and $O=\mathrm{diag}(1,1,-1)$. Then $O\,g\,O^T=-g$, and the factor $\det O=-1$ restores $g$. At the other extreme, $\gamma=\varepsilon$ is unchanged by every rotation and has $g=1$, so rotational symmetry alone does not force the trace to vanish.

## Gyration in a response code

The derivative of $\chi_{ab}$ with respect to $q_c$ at $q=0$ is $i\gamma_{abc}$, so a program that differentiates $\chi$ must divide by $i$ to obtain $\gamma$. It then holds 27 numbers, of which antisymmetry leaves nine independent. With NumPy arrays, the reduction is `g = 0.5 * np.einsum('abd,abc->dc', eps, gamma)`. Since this contraction silently drops any symmetric part, the size of $\gamma_{abc}+\gamma_{bac}$ should be checked separately.

Rotating or reflecting the structure should change the output to `np.linalg.det(O) * O @ g @ O.T`, up to numerical error. Here $O$ must be given in Cartesian coordinates: in lattice coordinates the matrix of a symmetry operation is in general not orthogonal.

## Tensors and the gyration map in Lean

The development uses matrices and finite sums from Mathlib.

```lean
import Mathlib

open Matrix

namespace OpticalGyration

noncomputable section
```

A tensor is a real function of three indices. The type `Fin 3` has elements 0, 1, 2, which stand for $x$, $y$, $z$.

```lean
/-- A real rank-3 tensor on three-dimensional space, given by its Cartesian components. -/
abbrev Tensor3 := Fin 3 → Fin 3 → Fin 3 → ℝ
```

The Levi-Civita symbol is defined as the determinant of the matrix whose rows are the basis vectors $e_a,e_b,e_c$. This fixes the convention $\varepsilon_{xyz}=+1$.

```lean
/-- The Levi-Civita symbol: the determinant with rows the basis vectors `e_a`, `e_b`, `e_c`. -/
def eps : Tensor3 := fun a b c =>
  ((1 : Matrix (Fin 3) (Fin 3) ℝ).submatrix ![a, b, c] id).det
```

Expanding that determinant gives six signed products of Kronecker deltas, written as entries of the identity matrix. The later component checks use this form.

```lean
/-- The Levi-Civita symbol as a signed sum of products of Kronecker deltas. -/
theorem eps_apply (a b c : Fin 3) :
    eps a b c =
      (1 : Matrix (Fin 3) (Fin 3) ℝ) a 0 * (1 : Matrix (Fin 3) (Fin 3) ℝ) b 1
          * (1 : Matrix (Fin 3) (Fin 3) ℝ) c 2
        - (1 : Matrix (Fin 3) (Fin 3) ℝ) a 0 * (1 : Matrix (Fin 3) (Fin 3) ℝ) b 2
          * (1 : Matrix (Fin 3) (Fin 3) ℝ) c 1
        - (1 : Matrix (Fin 3) (Fin 3) ℝ) a 1 * (1 : Matrix (Fin 3) (Fin 3) ℝ) b 0
          * (1 : Matrix (Fin 3) (Fin 3) ℝ) c 2
        + (1 : Matrix (Fin 3) (Fin 3) ℝ) a 1 * (1 : Matrix (Fin 3) (Fin 3) ℝ) b 2
          * (1 : Matrix (Fin 3) (Fin 3) ℝ) c 0
        + (1 : Matrix (Fin 3) (Fin 3) ℝ) a 2 * (1 : Matrix (Fin 3) (Fin 3) ℝ) b 0
          * (1 : Matrix (Fin 3) (Fin 3) ℝ) c 1
        - (1 : Matrix (Fin 3) (Fin 3) ℝ) a 2 * (1 : Matrix (Fin 3) (Fin 3) ℝ) b 1
          * (1 : Matrix (Fin 3) (Fin 3) ℝ) c 0 := by
  rw [eps, Matrix.det_fin_three]
  rfl
```

The next three definitions are the maps of the derivation. `gyration` takes a tensor to its matrix $g$, with the factor $\tfrac12$ included.

```lean
/-- The gyration matrix `g_dc = (1/2) ∑_ab ε_abd γ_abc` of a tensor `γ`. -/
def gyration (γ : Tensor3) : Matrix (Fin 3) (Fin 3) ℝ :=
  Matrix.of fun d c => (1 / 2) * ∑ a, ∑ b, eps a b d * γ a b c
```

`ofGyration` goes the other way and builds $\sum_d\varepsilon_{abd}g_{dc}$.

```lean
/-- The tensor `γ_abc = ∑_d ε_abd g_dc` built from a matrix `g`. -/
def ofGyration (g : Matrix (Fin 3) (Fin 3) ℝ) : Tensor3 :=
  fun a b c => ∑ d, eps a b d * g d c
```

`transform` applies $O$ to each index, as for a tensor built from polar vectors. It is defined for every matrix; orthogonality enters later as a hypothesis. A symmetry of the medium is expressed by `transform O γ = γ`.

```lean
/-- The action of a matrix `O` on all three indices of a tensor. -/
def transform (O : Matrix (Fin 3) (Fin 3) ℝ) (γ : Tensor3) : Tensor3 :=
  fun a b c => ∑ i, ∑ j, ∑ k, O a i * O b j * O c k * γ i j k
```

The frequency is fixed and does not appear. The expansion in $q$ and the reciprocity relation are physical input, represented here only by a given real tensor and its antisymmetry.

## One matrix for each antisymmetric tensor

Building a tensor from $g$ and then extracting its gyration matrix returns $g$. This is the identity $\sum_{ab}\varepsilon_{abd}\varepsilon_{abe}=2\delta_{de}$ in use. Lean splits into the three values of $d$, writes out the sums and compares the results.

```lean
/-- The gyration matrix of the tensor built from `g` is `g` itself. -/
theorem gyration_ofGyration (g : Matrix (Fin 3) (Fin 3) ℝ) :
    gyration (ofGyration g) = g := by
  ext d c
  fin_cases d <;>
    simp [gyration, ofGyration, eps_apply, Fin.sum_univ_three,
      Matrix.one_apply] <;> ring
```

The hypothesis `hγ` below is antisymmetry in the first two indices. The equivalence says that $\gamma$ is built from $g$ if and only if $g$ is its gyration matrix: one direction is uniqueness, the other existence.

Uniqueness follows from the preceding theorem. For existence, Lean runs through the nine pairs $(a,b)$. Antisymmetry makes the diagonal components vanish and relates $\gamma_{abc}$ to $\gamma_{bac}$, and `linarith` combines these relations.

```lean
/-- A tensor antisymmetric in its first two indices has the form `γ_abc = ∑_d ε_abd g_dc`
for exactly one matrix `g`, its gyration matrix. -/
theorem eq_ofGyration_iff (γ : Tensor3) (hγ : ∀ a b c, γ a b c = -γ b a c)
    (g : Matrix (Fin 3) (Fin 3) ℝ) : γ = ofGyration g ↔ g = gyration γ := by
  constructor
  · intro h
    rw [h, gyration_ofGyration]
  · intro h
    rw [h]
    ext a b c
    -- compare the nine pairs of antisymmetric indices
    fin_cases a <;> fin_cases b <;>
      simp [gyration, ofGyration, eps_apply, Fin.sum_univ_three,
        Matrix.one_apply] <;>
      linarith [hγ 0 0 c, hγ 1 1 c, hγ 2 2 c, hγ 0 1 c, hγ 0 2 c, hγ 1 2 c]
```

## From the determinant to the pseudotensor law

The rule for three factors of $O$ holds for every real $3\times3$ matrix. The intermediate statement `h` reduces the triple sum to its six surviving terms, which are the determinant of the matrix made from rows $a,b,c$ of $O$. Checking all index triples identifies this with $\det(O)\,\varepsilon_{abc}$.

```lean
/-- Under any matrix `O` the Levi-Civita symbol is multiplied by `det O`. -/
theorem transform_eps (O : Matrix (Fin 3) (Fin 3) ℝ) (a b c : Fin 3) :
    transform O eps a b c = O.det * eps a b c := by
  -- only the six permutations survive in the triple sum
  have h : transform O eps a b c =
      O a 0 * O b 1 * O c 2 - O a 0 * O b 2 * O c 1 - O a 1 * O b 0 * O c 2
      + O a 1 * O b 2 * O c 0 + O a 2 * O b 0 * O c 1 - O a 2 * O b 1 * O c 0 := by
    simp [transform, eps_apply, Fin.sum_univ_three, Matrix.one_apply]
    ring
  rw [h]
  fin_cases a <;> fin_cases b <;> fin_cases c <;>
    simp [eps_apply, Matrix.det_fin_three] <;> ring
```

Orthogonality now enters as `O * Oᵀ = 1`. The proof treats $v_c=\sum_{ab}\varepsilon_{abc}O_{ai}O_{bj}$ as a vector. The previous theorem, applied to $O^T$, gives $(O^Tv)_e=\det(O)\,\varepsilon_{ije}$. Multiplying by $O$ recovers $v$ on the left, and component $d$ is the rule for two factors.

```lean
/-- For orthogonal `O`, contracting two indices of the Levi-Civita symbol with `O` equals
`det O` times the contraction of its third index with `O`. -/
theorem eps_contract_two (O : Matrix (Fin 3) (Fin 3) ℝ) (hO : O * Oᵀ = 1)
    (d i j : Fin 3) :
    ∑ a, ∑ b, eps a b d * O a i * O b j = O.det * ∑ e, O d e * eps i j e := by
  have h : Oᵀ *ᵥ (fun c => ∑ a, ∑ b, eps a b c * O a i * O b j)
      = fun e => O.det * eps i j e := by
    ext e
    have h0 := transform_eps Oᵀ i j e
    rw [Matrix.det_transpose] at h0
    rw [← h0]
    simp only [transform, Matrix.mulVec, dotProduct, Matrix.transpose_apply,
      Fin.sum_univ_three]
    ring
  -- orthogonality removes the third factor from the left side
  have h2 := congrArg (fun w => O *ᵥ w) h
  simp only [Matrix.mulVec_mulVec, hO, Matrix.one_mulVec] at h2
  have h3 := congrFun h2 d
  simp only [Matrix.mulVec, dotProduct] at h3
  rw [h3, Finset.mul_sum]
  exact Finset.sum_congr rfl fun e _ => by ring
```

The transformation law is stated for every tensor, antisymmetric or not. For a fixed $c$, the proof abbreviates $T_{ij}=\sum_kO_{ck}\gamma_{ijk}$, which absorbs the third index. Both sides then involve only $T$: `h1` rewrites the transformed tensor and `h2` rewrites $g\,O^T$. The final `linear_combination` multiplies the rule for two factors by $T_{ij}/2$ and adds the nine cases, which is the sum over $i,j$ in the derivation.

```lean
/-- The gyration matrix is a pseudotensor: an orthogonal transformation `O` of the tensor
sends `g` to `det(O) O g Oᵀ`. -/
theorem gyration_transform (O : Matrix (Fin 3) (Fin 3) ℝ) (hO : O * Oᵀ = 1)
    (γ : Tensor3) :
    gyration (transform O γ) = O.det • (O * gyration γ * Oᵀ) := by
  ext d c
  -- the third index is transformed in the same way on both sides
  obtain ⟨T, hT⟩ : ∃ T : Fin 3 → Fin 3 → ℝ, ∀ i j, T i j = ∑ k, O c k * γ i j k :=
    ⟨_, fun _ _ => rfl⟩
  have h1 : ∀ a b, transform O γ a b c = ∑ i, ∑ j, O a i * O b j * T i j := by
    intro a b
    simp only [transform, hT, Finset.mul_sum, mul_assoc]
  have h2 : ∀ e, (gyration γ * Oᵀ) e c = (1 / 2) * ∑ i, ∑ j, eps i j e * T i j := by
    intro e
    simp only [Matrix.mul_apply, Matrix.transpose_apply, gyration, Matrix.of_apply, hT,
      Fin.sum_univ_three]
    ring
  rw [Matrix.mul_assoc, Matrix.smul_apply, Matrix.mul_apply, smul_eq_mul]
  simp only [h2]
  simp only [gyration, Matrix.of_apply, h1]
  -- the first two indices are handled by the contraction rule
  have key := fun i j => eps_contract_two O hO d i j
  simp only [Fin.sum_univ_three] at key ⊢
  linear_combination (T 0 0 / 2) * key 0 0 + (T 0 1 / 2) * key 0 1 + (T 0 2 / 2) * key 0 2
    + (T 1 0 / 2) * key 1 0 + (T 1 1 / 2) * key 1 1 + (T 1 2 / 2) * key 1 2
    + (T 2 0 / 2) * key 2 0 + (T 2 1 / 2) * key 2 1 + (T 2 2 / 2) * key 2 2
```

## What inversion and improper symmetries forbid

For inversion, the law with $O=-1$ becomes $g=-g$, and each entry must vanish. The full tensor vanishes too, since three factors of $-1$ turn invariance into $\gamma=-\gamma$; the theorem records the consequence for $g$.

```lean
/-- A tensor invariant under spatial inversion has zero gyration matrix. -/
theorem gyration_eq_zero_of_inversion (γ : Tensor3) (hs : transform (-1) γ = γ) :
    gyration γ = 0 := by
  have hdet : (-1 : Matrix (Fin 3) (Fin 3) ℝ).det = -1 := by
    simp [Matrix.det_fin_three]
  have h : gyration γ = -gyration γ := by
    have h0 := gyration_transform (-1) (by simp) γ
    rw [hs, hdet] at h0
    simpa using h0
  ext i j
  have hij := congrFun (congrFun h i) j
  simp only [Matrix.neg_apply] at hij
  simp only [Matrix.zero_apply]
  linarith
```

The trace theorem covers mirrors, rotoinversions and inversion itself. Its hypotheses are that $O$ is orthogonal, has determinant $-1$ and leaves $\gamma$ invariant. After taking the trace of the transformation law, Lean moves $O^T$ to the front by cyclicity and uses $O^TO=1$. What remains is $\operatorname{tr}g=-\operatorname{tr}g$.

```lean
/-- A tensor invariant under an improper orthogonal transformation has a gyration matrix
of zero trace. -/
theorem trace_gyration_eq_zero_of_improper (O : Matrix (Fin 3) (Fin 3) ℝ)
    (hO : O * Oᵀ = 1) (hdet : O.det = -1) (γ : Tensor3) (hs : transform O γ = γ) :
    (gyration γ).trace = 0 := by
  have h := gyration_transform O hO γ
  rw [hs, hdet] at h
  have t := congrArg Matrix.trace h
  -- cyclicity of the trace removes the orthogonal matrices
  rw [Matrix.trace_smul, Matrix.trace_mul_comm (O * gyration γ) Oᵀ, ← Matrix.mul_assoc,
    mul_eq_one_comm.mp hO, Matrix.one_mul, smul_eq_mul] at t
  linarith
```

## A mirror-symmetric example and an isotropic one

The first example shows that the trace condition cannot be strengthened to $g=0$ for all improper symmetries. The auxiliary statement `hd` says that a diagonal matrix multiplies each tensor component by three diagonal entries, here signs. Checking the components proves invariance, and the entry $g_{xz}=1$, with Lean indices 0 and 2, shows that $g\neq0$. An achiral medium can therefore have a nonzero gyration matrix, though one of zero trace.

```lean
/-- The tensor with gyration components `g_xz = g_zx = 1` and all others zero is invariant
under the mirror `z → -z`, and its gyration matrix is not zero. -/
theorem mirror_allows_gyration :
    transform (Matrix.diagonal ![1, 1, -1]) (ofGyration !![0, 0, 1; 0, 0, 0; 1, 0, 0])
      = ofGyration !![0, 0, 1; 0, 0, 0; 1, 0, 0] ∧
    gyration (ofGyration !![0, 0, 1; 0, 0, 0; 1, 0, 0]) ≠ 0 := by
  constructor
  · -- a diagonal matrix only multiplies each component by three signs
    have hd : ∀ (s : Fin 3 → ℝ) (γ : Tensor3) (a b c : Fin 3),
        transform (Matrix.diagonal s) γ a b c = s a * (s b * (s c * γ a b c)) := by
      intro s γ a b c
      simp only [transform, mul_assoc, ← Finset.mul_sum]
      simp [Matrix.diagonal_apply]
    ext a b c
    rw [hd]
    fin_cases a <;> fin_cases b <;> fin_cases c <;>
      simp [ofGyration, eps_apply, Matrix.one_apply]
  · rw [gyration_ofGyration]
    intro h
    have h02 := congrFun (congrFun h 0) 2
    simp at h02
```

The second example is the Levi-Civita tensor itself. Its invariance is proved for every matrix of determinant one, which includes all rotations. Its gyration matrix is the identity because $\varepsilon$ is the tensor built from $g=1$. This is the form of $g$, up to a scalar factor, in an isotropic chiral medium such as a solution of one enantiomer.

```lean
/-- The Levi-Civita tensor is invariant under every matrix of determinant one, and its
gyration matrix is the identity. -/
theorem isotropic_gyration :
    (∀ O : Matrix (Fin 3) (Fin 3) ℝ, O.det = 1 → transform O eps = eps) ∧
    gyration eps = 1 := by
  constructor
  · intro O hdet
    ext a b c
    rw [transform_eps, hdet, one_mul]
  · have h : eps = ofGyration 1 := by
      ext a b c
      simp [ofGyration, Matrix.one_apply]
    rw [h, gyration_ofGyration]

end

end OpticalGyration
```

```lean
#print axioms OpticalGyration.gyration_transform
#print axioms OpticalGyration.gyration_eq_zero_of_inversion
#print axioms OpticalGyration.mirror_allows_gyration
#print axioms OpticalGyration.isotropic_gyration
```

```
'OpticalGyration.gyration_transform' depends on axioms: [propext, Classical.choice, Quot.sound]
'OpticalGyration.gyration_eq_zero_of_inversion' depends on axioms: [propext, Classical.choice, Quot.sound]
'OpticalGyration.mirror_allows_gyration' depends on axioms: [propext, Classical.choice, Quot.sound]
'OpticalGyration.isotropic_gyration' depends on axioms: [propext, Classical.choice, Quot.sound]
```
